# Under a twist symmetry, the moments Tr H(θ)^m of an L-site ring do not depend on the flux for m < L

Take one particle on a ring of two sites with energies $V_0$ and $V_1$. A forward hop carries the phase $e^{i\theta}$ and a backward hop $e^{-i\theta}$. Both lead to the other site, so

$$H(\theta)=\begin{pmatrix}V_0 & 2\cos\theta\\ 2\cos\theta & V_1\end{pmatrix},\qquad \mathrm{Tr}\,H=V_0+V_1,\qquad \mathrm{Tr}\,H^2=V_0^2+V_1^2+4+4\cos 2\theta .$$

The trace keeps only processes that return to their starting point. One hop never returns. Of the two-hop processes, forward-and-back gives the constant 4, and two hops in the same direction go round the ring and give $4\cos2\theta$. The first moment is blind to the flux and the second is not.

The same counting works for any finite-dimensional model, interacting or not, in which some unitary $W$ leaves the terms without a phase unchanged and multiplies the forward hops by $e^{2\pi i/L}$. This is the twist symmetry of the title. Such a $W$ need not commute with the Hamiltonian: it turns $H(\theta)$ into $H(\theta+2\pi/L)$. The matrices below are complex and indexed by a finite set `n` of basis configurations.

In Lean 4 with Mathlib:

```lean
import Mathlib

open Matrix

namespace HubbardRingFlux

noncomputable section

variable {n : Type*} [Fintype n] [DecidableEq n]
```

## Hamiltonian and winding

Let $H_0$ collect the terms without a phase, such as site energies and interactions, and let $T$ collect all forward hops, amplitude included. With the phase $\theta$ on every bond, the phase around the ring is $L\theta$, which is proportional to the magnetic flux through it, and

$$H(\theta)=H_0+e^{i\theta}T+e^{-i\theta}T^\dagger .$$

Nothing requires $H_0$ to be Hermitian. In the code `ᴴ` is the adjoint and `•` is multiplication by a scalar.

```lean
/-- The Hamiltonian `H(θ) = H0 + exp(iθ) T + exp(-iθ) T†` of a ring whose forward hopping `T`
carries the Peierls phase `θ`. -/
def fluxH (H0 T : Matrix n n ℂ) (θ : ℝ) : Matrix n n ℂ :=
  H0 + Complex.exp (θ * Complex.I) • T + Complex.exp (-(θ * Complex.I)) • Tᴴ
```

Let $\omega=e^{2\pi i/L}$ and let $W$ be a matrix, later taken unitary. An operator $X$ has winding $q\in\mathbb Z$ if $WXW^\dagger=\omega^qX$. Physically, $q$ counts forward minus backward hops, although the symmetry detects it only modulo $L$.

```lean
/-- The operator `X` has winding `q` if `W X W† = exp(2πi q/L) X`, for a ring of `L ≠ 0` sites. -/
def HasWinding (W : Matrix n n ℂ) (L : ℕ) (q : ℤ) (X : Matrix n n ℂ) : Prop :=
  W * X * Wᴴ = Complex.exp (2 * Real.pi * Complex.I / L) ^ q • X
```

Windings add under multiplication, because $W^\dagger W=1$ can be inserted between the factors:

$$WXYW^\dagger=(WXW^\dagger)(WYW^\dagger)=\omega^{q+r}XY .$$

```lean
/-- For unitary `W`, the winding of a product is the sum of the windings. -/
theorem HasWinding.mul {W X Y : Matrix n n ℂ} {L : ℕ} {q r : ℤ}
    (hW : W ∈ unitaryGroup n ℂ) (hX : HasWinding W L q X) (hY : HasWinding W L r Y) :
    HasWinding W L (q + r) (X * Y) := by
  have hu : Wᴴ * W = 1 := mem_unitaryGroup_iff'.mp hW
  unfold HasWinding at *
  calc W * (X * Y) * Wᴴ = W * X * (Wᴴ * W) * Y * Wᴴ := by
        rw [hu, Matrix.mul_one, Matrix.mul_assoc W X Y]
    _ = (W * X * Wᴴ) * (W * Y * Wᴴ) := by simp only [Matrix.mul_assoc]
    _ = _ := by
        rw [hX, hY, Matrix.smul_mul, Matrix.mul_smul, smul_smul,
          zpow_add₀ (Complex.exp_ne_zero _)]
```

The adjoint of $WTW^\dagger=\omega T$ is $WT^\dagger W^\dagger=\bar\omega T^\dagger=\omega^{-1}T^\dagger$, since $|\omega|=1$. A backward hop therefore has winding $-1$.

```lean
omit [DecidableEq n] in
/-- If `T` has winding one, its adjoint has winding minus one. -/
theorem HasWinding.adjoint {W T : Matrix n n ℂ} {L : ℕ} (hT : HasWinding W L 1 T) :
    HasWinding W L (-1) Tᴴ := by
  have hs : star (Complex.exp (2 * Real.pi * Complex.I / L))
      = (Complex.exp (2 * Real.pi * Complex.I / L))⁻¹ := by
    rw [← Complex.exp_neg, Complex.star_def, ← Complex.exp_conj]
    have h2 : (starRingEnd ℂ) 2 = 2 := by apply Complex.ext <;> simp
    congr 1
    simp [neg_div, h2]
  unfold HasWinding at *
  have h := congrArg conjTranspose hT
  simp only [conjTranspose_mul, conjTranspose_conjTranspose, conjTranspose_smul, zpow_one] at h
  rw [Matrix.mul_assoc, h, _root_.zpow_neg_one, hs]
```

The trace is unchanged by conjugation with a unitary $W$, so $\mathrm{Tr}\,X=\omega^q\,\mathrm{Tr}\,X$. If the trace is nonzero, then $\omega^q=1$. As $\omega$ is a primitive $L$-th root of unity, this forces $L$ to divide $q$.

```lean
/-- Selection rule: for unitary `W` and `L ≠ 0`, an operator whose winding is not a multiple
of `L` has zero trace. -/
theorem HasWinding.trace_eq_zero {W X : Matrix n n ℂ} {L : ℕ} {q : ℤ} (hL : L ≠ 0)
    (hW : W ∈ unitaryGroup n ℂ) (hX : HasWinding W L q X) (hq : ¬ (L : ℤ) ∣ q) :
    trace X = 0 := by
  have hu : Wᴴ * W = 1 := mem_unitaryGroup_iff'.mp hW
  unfold HasWinding at hX
  have h := congrArg trace hX
  rw [trace_mul_comm, ← Matrix.mul_assoc, hu, Matrix.one_mul, trace_smul, smul_eq_mul] at h
  by_contra hne
  have h1 : Complex.exp (2 * Real.pi * Complex.I / L) ^ q = 1 :=
    mul_right_cancel₀ hne (by rw [one_mul]; exact h.symm)
  exact hq (((Complex.isPrimitiveRoot_exp L hL).zpow_eq_one_iff_dvd q).1 h1)
```

## Peeling off one hop at a time

Write $z=e^{i\theta}$. Let $W$ be unitary and $L\ge1$, let $H_0$, $T$ and $X$ have windings $0$, $1$ and $q$, and let $q+m\le L$ and $m-q\le L$. The claim is

$$z^q\,\mathrm{Tr}\,XH(\theta)^m=\mathrm{Tr}\,XH(0)^m+\delta_{q+m,L}(z^L-1)\,\mathrm{Tr}\,XT^m+\delta_{m-q,L}(z^{-L}-1)\,\mathrm{Tr}\,X(T^\dagger)^m .$$

For $m=0$ we have $|q|\le L$. If $q=0$, both sides are $\mathrm{Tr}\,X$. If $q=\pm L$, the identity reads $z^{\pm L}\mathrm{Tr}\,X=\mathrm{Tr}\,X+(z^{\pm L}-1)\mathrm{Tr}\,X$. For every other $q$ the trace vanishes by the selection rule.

For $m+1$, expand the first factor of $H(\theta)$ and multiply by $z^q$:

$$z^q\,\mathrm{Tr}\,XH^{m+1}=z^q\,\mathrm{Tr}\,(XH_0)H^m+z^{q+1}\,\mathrm{Tr}\,(XT)H^m+z^{q-1}\,\mathrm{Tr}\,(XT^\dagger)H^m .$$

Each power of $z$ matches the winding of the operator in brackets, so the claim for $m$ applies to all three terms. The $H_0$ term has used up a factor without hopping and can no longer reach $\pm L$; it gives no correction. The $T$ term can give only the forward correction, with $\mathrm{Tr}\,XT\,T^m=\mathrm{Tr}\,XT^{m+1}$, and the $T^\dagger$ term only the backward one. The sum is the claim for $m+1$.

In the proof, `step` is this expansion, and `a`, `b`, `c` are the induction hypotheses for the three terms. The last line splits into cases according to which windings reach $\pm L$; `omega` removes the contradictory cases and `linear_combination` adds the three equations.

```lean
/-- Let `W` be unitary, `L ≠ 0`, and let `H0`, `T`, `X` have windings `0`, `1`, `q` with
`|q| + m ≤ L`. Then `exp(iqθ) Tr (X H(θ)^m)` differs from its value at `θ = 0` only by the
processes with `m` hops in one direction that bring the winding to `L` or `-L`. -/
theorem trace_mul_pow {W H0 T : Matrix n n ℂ} {L : ℕ} (hL : L ≠ 0)
    (hW : W ∈ unitaryGroup n ℂ) (h0 : HasWinding W L 0 H0) (hT : HasWinding W L 1 T)
    (θ : ℝ) (m : ℕ) : ∀ (q : ℤ) (X : Matrix n n ℂ), HasWinding W L q X →
      q + m ≤ L → m - q ≤ L →
      Complex.exp (θ * Complex.I) ^ q * trace (X * fluxH H0 T θ ^ m)
        = trace (X * fluxH H0 T 0 ^ m)
          + (if q + (m : ℤ) = L then
              (Complex.exp (θ * Complex.I) ^ L - 1) * trace (X * T ^ m) else 0)
          + (if (m : ℤ) - q = L then
              ((Complex.exp (θ * Complex.I))⁻¹ ^ L - 1) * trace (X * Tᴴ ^ m) else 0) := by
  induction m with
  | zero =>
    intro q X hX hq1 hq2
    simp only [pow_zero, Matrix.mul_one]
    by_cases h1 : q = L
    · subst h1
      rw [if_pos (show (L : ℤ) + ((0 : ℕ) : ℤ) = L by omega),
        if_neg (show ¬ (((0 : ℕ) : ℤ) - (L : ℤ) = L) by omega), zpow_natCast]
      ring
    by_cases h2 : q = -L
    · subst h2
      rw [if_neg (show ¬ (-(L : ℤ) + ((0 : ℕ) : ℤ) = L) by omega),
        if_pos (show ((0 : ℕ) : ℤ) - (-(L : ℤ)) = L by omega), _root_.zpow_neg, zpow_natCast,
        inv_pow]
      ring
    by_cases h3 : q = 0
    · subst h3
      rw [if_neg (show ¬ ((0 : ℤ) + ((0 : ℕ) : ℤ) = L) by omega),
        if_neg (show ¬ (((0 : ℕ) : ℤ) - (0 : ℤ) = L) by omega), zpow_zero]
      ring
    -- every other winding is excluded by the selection rule
    have hd : ¬ (L : ℤ) ∣ q := by
      intro hd
      rcases lt_or_gt_of_ne h3 with h | h
      · have := Int.le_of_dvd (show 0 < -q by omega) ((dvd_neg).2 hd)
        omega
      · have := Int.le_of_dvd h hd
        omega
    rw [hX.trace_eq_zero hL hW hd]
    simp
  | succ m ih =>
    intro q X hX hq1 hq2
    push_cast at hq1 hq2
    -- peel off one factor of the Hamiltonian
    have step : ∀ (φ : ℝ) (P : Matrix n n ℂ), trace (X * (fluxH H0 T φ * P))
        = trace (X * H0 * P) + Complex.exp (φ * Complex.I) * trace (X * T * P)
          + (Complex.exp (φ * Complex.I))⁻¹ * trace (X * Tᴴ * P) := by
      intro φ P
      simp only [fluxH, Complex.exp_neg, Matrix.add_mul, Matrix.mul_add, Matrix.smul_mul,
        Matrix.mul_smul, trace_add, trace_smul, smul_eq_mul, Matrix.mul_assoc]
    have s0 := step 0 (fluxH H0 T 0 ^ m)
    simp only [Complex.ofReal_zero, zero_mul, Complex.exp_zero, inv_one, one_mul] at s0
    have a := ih (q + 0) (X * H0) (hX.mul hW h0) (by omega) (by omega)
    have b := ih (q + 1) (X * T) (hX.mul hW hT) (by omega) (by omega)
    have c := ih (q + -1) (X * Tᴴ) (hX.mul hW hT.adjoint) (by omega) (by omega)
    have hz := Complex.exp_ne_zero (θ * Complex.I)
    rw [if_neg (show ¬ (q + 0 + (m : ℤ) = L) by omega),
      if_neg (show ¬ ((m : ℤ) - (q + 0) = L) by omega), add_zero q] at a
    rw [zpow_add₀ hz, zpow_one] at b
    rw [zpow_add₀ hz, _root_.zpow_neg_one] at c
    simp only [pow_succ']
    rw [step, s0, ← Matrix.mul_assoc X T, ← Matrix.mul_assoc X Tᴴ]

    -- inconsistent case distinctions go to omega, the others add up the three processes
    split_ifs at b c ⊢ <;> first | omega | linear_combination a + b + c
```

## Moments below order L and at order L

Set $X=1$, which has winding 0. For $m<L$ neither correction is present, so $\mathrm{Tr}\,H(\theta)^m=\mathrm{Tr}\,H(0)^m$ for every $\theta$, and any two fluxes give the same moment. The hypotheses are that $W$ is unitary, $WH_0W^\dagger=H_0$ and $WTW^\dagger=\omega T$.

```lean
/-- If a unitary `W` leaves `H0` invariant and multiplies the hopping `T` by `exp(2πi/L)`, then
every moment `Tr H(θ)^m` with `m < L` is independent of the flux. -/
theorem moment_flux_independent {W H0 T : Matrix n n ℂ} {L m : ℕ}
    (hW : W ∈ unitaryGroup n ℂ) (h0 : W * H0 * Wᴴ = H0)
    (hT : W * T * Wᴴ = Complex.exp (2 * Real.pi * Complex.I / L) • T) (hm : m < L)
    (θ θ' : ℝ) : trace (fluxH H0 T θ ^ m) = trace (fluxH H0 T θ' ^ m) := by
  have hu : W * Wᴴ = 1 := mem_unitaryGroup_iff.mp hW
  have key : ∀ φ : ℝ, trace (fluxH H0 T φ ^ m) = trace (fluxH H0 T 0 ^ m) := by
    intro φ
    have h := trace_mul_pow (H0 := H0) (T := T) (L := L) (by omega) hW (by simp [HasWinding, h0])
      (by simp [HasWinding, hT]) φ m 0 1 (by simp [HasWinding, hu]) (by omega) (by omega)
    rw [if_neg (show ¬ ((0 : ℤ) + (m : ℤ) = L) by omega),
      if_neg (show ¬ ((m : ℤ) - 0 = L) by omega)] at h
    simpa only [zpow_zero, one_mul, Matrix.one_mul, add_zero] using h
  rw [key θ, key θ']
```

At $m=L$ both corrections are present:

$$\mathrm{Tr}\,H(\theta)^L=\mathrm{Tr}\,H(0)^L+(e^{iL\theta}-1)\,\mathrm{Tr}\,T^L+(e^{-iL\theta}-1)\,\mathrm{Tr}\,(T^\dagger)^L .$$

If $\mathrm{Tr}\,T^L$ vanishes, so does its complex conjugate $\mathrm{Tr}\,(T^\dagger)^L$, and this moment is flux-independent too.

```lean
/-- Under the same symmetry, with `L ≠ 0`, the flux dependence of the moment of order `L` comes
only from `L` hops in the same direction. -/
theorem moment_order_L {W H0 T : Matrix n n ℂ} {L : ℕ} (hL : L ≠ 0)
    (hW : W ∈ unitaryGroup n ℂ) (h0 : W * H0 * Wᴴ = H0)
    (hT : W * T * Wᴴ = Complex.exp (2 * Real.pi * Complex.I / L) • T) (θ : ℝ) :
    trace (fluxH H0 T θ ^ L) = trace (fluxH H0 T 0 ^ L)
      + (Complex.exp (L * (θ * Complex.I)) - 1) * trace (T ^ L)
      + (Complex.exp (-(L * (θ * Complex.I))) - 1) * trace (Tᴴ ^ L) := by
  have hu : W * Wᴴ = 1 := mem_unitaryGroup_iff.mp hW
  have h := trace_mul_pow (H0 := H0) (T := T) hL hW (by simp [HasWinding, h0])
    (by simp [HasWinding, hT]) θ L 0 1 (by simp [HasWinding, hu]) (by omega) (by omega)
  rw [if_pos (show (0 : ℤ) + (L : ℤ) = L by omega),
    if_pos (show (L : ℤ) - 0 = L by omega)] at h
  simp only [zpow_zero, one_mul] at h
  rw [h, Complex.exp_neg, Complex.exp_nat_mul, inv_pow]
```

For such a finite model with a uniform bond phase, the expansion of $\mathrm{Tr}\,e^{-\beta H(\theta)}$ in the inverse temperature $\beta$ therefore has no flux dependence below order $\beta^L$. Likewise, a total density of states reconstructed only from the moments $\mathrm{Tr}\,H^m$ with $m<L$ cannot register the flux.

## The twist operator on a lattice

The symmetry comes from counting positions. Give each configuration $a$ a total position $p(a)$ modulo $L$, and let $W$ be diagonal with entries $e^{2\pi ip(a)/L}$. In the code this phase is `ZMod.stdAddChar (p a)`.

```lean
/-- The twist operator: a configuration `a` with total position `p a` modulo `L` acquires the
phase `exp(2πi p(a)/L)`. -/
def twist {L : ℕ} [NeZero L] (p : n → ZMod L) : Matrix n n ℂ :=
  diagonal fun a => ZMod.stdAddChar (p a)
```

Conjugation weights each matrix element by the change in position:

$$(WXW^\dagger)_{ab}=\omega^{p(a)-p(b)}X_{ab}.$$

The column $b$ is the initial configuration and the row $a$ the final one. If $H_0$ connects only configurations of equal $p$, it is invariant. If $T$ always raises $p$ by one, it acquires the factor $\omega$.

In a Hubbard ring, $p$ is the sum of the positions of all electrons of both spins. The on-site repulsion conserves it and a nearest-neighbour forward hop raises it by one, also across the boundary; fermionic signs do not affect this. The file works with these conditions on matrix elements and does not construct the fermionic Fock space. Longer-range hops, which carry larger phases, are not covered.

```lean
/-- If `H0` conserves the total position modulo `L` and `T` raises it by one, then the twist
operator is unitary, leaves `H0` invariant and multiplies `T` by `exp(2πi/L)`. -/
theorem twist_symmetry {L : ℕ} [NeZero L] (p : n → ZMod L) (H0 T : Matrix n n ℂ)
    (hH : ∀ a b, H0 a b ≠ 0 → p a = p b) (hT : ∀ a b, T a b ≠ 0 → p a = p b + 1) :
    twist p ∈ unitaryGroup n ℂ ∧ twist p * H0 * (twist p)ᴴ = H0 ∧
      twist p * T * (twist p)ᴴ = Complex.exp (2 * Real.pi * Complex.I / L) • T := by
  have hχ : ∀ x y : ZMod L, (ZMod.stdAddChar (x - y) : ℂ)
      = ZMod.stdAddChar x * star (ZMod.stdAddChar y : ℂ) := by
    intro x y
    rw [sub_eq_add_neg, AddChar.map_add_eq_mul, AddChar.map_neg_eq_conj]
    rfl
  have h1 : (ZMod.stdAddChar (1 : ZMod L) : ℂ)
      = Complex.exp (2 * Real.pi * Complex.I / L) := by
    simpa using ZMod.stdAddChar_coe (N := L) 1
  -- conjugation weights each matrix element by the change in total position
  have hc : ∀ (X : Matrix n n ℂ) (a b : n), (twist p * X * (twist p)ᴴ) a b
      = ZMod.stdAddChar (p a - p b) * X a b := by
    intro X a b
    rw [hχ]
    simp only [twist, diagonal_conjTranspose, mul_diagonal, diagonal_mul, Pi.star_apply]
    ring
  refine ⟨mem_unitaryGroup_iff.2 ?_, ?_, ?_⟩
  · ext a b
    have h := hc 1 a b
    rw [Matrix.mul_one] at h
    change (twist p * (twist p)ᴴ) a b = _
    rw [h]
    by_cases hab : a = b
    · subst hab
      simp
    · simp [hab]
  · ext a b
    rw [hc]
    by_cases h : H0 a b = 0
    · simp [h]
    · rw [hH a b h]
      simp
  · ext a b
    rw [hc, Matrix.smul_apply, smul_eq_mul]
    by_cases h : T a b = 0
    · simp [h]
    · rw [hT a b h, add_sub_cancel_left, h1]
```

## One particle on a ring

For a single particle the configurations are the sites, $p(x)=x$, and $T|b\rangle=|b+1\rangle$ with unit amplitude.

```lean
/-- Hopping of one particle from each site of an `L`-site ring to the next. -/
def shift (L : ℕ) : Matrix (ZMod L) (ZMod L) ℂ :=
  Matrix.of fun a b => if a = b + 1 then 1 else 0
```

The site energies $V$ form a diagonal matrix and conserve the position, however disordered they are. The shift raises it by one, so the symmetry conditions are met.

```lean
/-- One particle on a ring with arbitrary site energies `V` meets the symmetry conditions, with
the twist operator built from the site number. -/
theorem ring_witness (L : ℕ) [NeZero L] (V : ZMod L → ℂ) :
    twist (fun x : ZMod L => x) ∈ unitaryGroup (ZMod L) ℂ ∧
      twist (fun x : ZMod L => x) * diagonal V * (twist fun x : ZMod L => x)ᴴ = diagonal V ∧
      twist (fun x : ZMod L => x) * shift L * (twist fun x : ZMod L => x)ᴴ
        = Complex.exp (2 * Real.pi * Complex.I / L) • shift L := by
  refine twist_symmetry _ _ _ (fun a b h => ?_) (fun a b h => ?_)
  · by_contra hne
    exact h (diagonal_apply_ne _ hne)
  · by_contra hne
    exact h (if_neg hne)
```

After $k$ hops the particle has moved by $k$ sites. Hence $T^L=1$ and $\mathrm{Tr}\,T^L=\mathrm{Tr}\,(T^\dagger)^L=L$, which gives

$$\mathrm{Tr}\,H(\theta)^L-\mathrm{Tr}\,H(0)^L=L\,(e^{iL\theta}+e^{-iL\theta}-2)=2L\,(\cos L\theta-1).$$

At $\theta=\pi/L$ the change is $-4L$, so the condition $m<L$ cannot be relaxed to $m\le L$. This holds even for $L=1$, where $H=V_0+2\cos\theta$ and the first moment already varies.

```lean
/-- For one particle on an `L`-site ring with site energies `V` and unit hopping amplitude, the
moment of order `L` differs from its value at `θ = 0` by `2L (cos(Lθ) - 1)`. -/
theorem ring_moment_order_L (L : ℕ) [NeZero L] (V : ZMod L → ℂ) (θ : ℝ) :
    trace (fluxH (diagonal V) (shift L) θ ^ L) = trace (fluxH (diagonal V) (shift L) 0 ^ L)
      + 2 * L * (Complex.cos (L * θ) - 1) := by
  -- k hops move the particle by k sites
  have hk : ∀ k : ℕ, shift L ^ k
      = Matrix.of fun a b => if a = b + (k : ZMod L) then (1 : ℂ) else 0 := by
    intro k
    induction k with
    | zero =>
      ext a b
      simp [Matrix.one_apply]
    | succ k ih =>
      ext a b
      rw [pow_succ, ih]
      simp only [shift, Matrix.mul_apply, Matrix.of_apply, mul_ite, mul_one, mul_zero,
        Finset.sum_ite_eq', Finset.mem_univ, if_true]
      rw [show b + 1 + (k : ZMod L) = b + ((k + 1 : ℕ) : ZMod L) by push_cast; ring]
  have hone : shift L ^ L = 1 := by
    rw [hk]
    ext a b
    simp [Matrix.one_apply]
  obtain ⟨hW, h0, hT⟩ := ring_witness L V
  rw [moment_order_L (NeZero.ne L) hW h0 hT θ, ← conjTranspose_pow, hone,
    conjTranspose_one, trace_one, ZMod.card, Complex.cos,
    show (L : ℂ) * θ * Complex.I = L * (θ * Complex.I) by ring,
    show -((L : ℂ) * θ) * Complex.I = -(L * (θ * Complex.I)) by ring]
  ring

end

end HubbardRingFlux
```

For a numerical instance, take $L=3$ and $V=(1,2,0)$. The first two moments are $\mathrm{Tr}\,H=3$ and $\mathrm{Tr}\,H^2=5+6=11$ at every flux. The third is

$$\mathrm{Tr}\,H^3=\sum_jV_j^3+6\sum_jV_j+6\cos3\theta=9+18+6\cos3\theta .$$

It equals 33 at $\theta=0$ and 21 at $\theta=\pi/3$. The difference of $-12$ agrees with $2\cdot3\,(\cos\pi-1)$.

```lean
#print axioms HubbardRingFlux.moment_flux_independent
#print axioms HubbardRingFlux.ring_moment_order_L
```

```
'HubbardRingFlux.moment_flux_independent' depends on axioms: [propext, Classical.choice, Quot.sound]
'HubbardRingFlux.ring_moment_order_L' depends on axioms: [propext, Classical.choice, Quot.sound]
```
